# Orthogonality and norms of star functions on a uniform k-point grid

A crystal in $d$ dimensions has lattice vectors $\sum_i R_i\mathbf a_i$ with integer coordinates $R_i$. Its Brillouin zone is sampled at the points $\sum_i (k_i/N)\,\mathbf b_i$, where $\mathbf a_i\cdot\mathbf b_j=2\pi\delta_{ij}$ and $k_i=0,\dots,N-1$ with $N\ge 1$. This grid contains $\Gamma$ and has the same number of divisions along every axis. Here $k$ denotes the integer coordinates, so the phase of $R$ at $k$ is
$$w_R(k)=e^{2\pi i\,R\cdot k/N}.$$

A finite group $G$ of symmetry operations acts on the coordinates $R$ by integer matrices; $gR$ is the image of $R$ under $g$. The star function of $R$ is
$$A_R(k)=\sum_{g\in G}w_{gR}(k).$$

Star functions serve as a basis for interpolating band energies that have the symmetry of the crystal. The results below concern such functions at the points of a finite grid, not between them. The grid cannot distinguish lattice vectors whose coordinates differ by multiples of $N$, so all equalities between lattice vectors are taken modulo $N$.

## The overlap counts symmetry operations

Let $c(R,S)$ be the number of $g\in G$ with $gR=S$. The claim is
$$\sum_k \overline{A_R(k)}\,A_S(k)=N^d\,|G|\,c(R,S).$$

First take two plane waves. The sum $\sum_k\overline{w_x(k)}\,w_y(k)=\sum_k e^{2\pi i(y-x)\cdot k/N}$ equals $N^d$ if $x=y$. If $x_i\neq y_i$ for some $i$, shifting $k_i$ by one permutes the grid and multiplies the sum by $e^{2\pi i(y_i-x_i)/N}\neq1$, so the sum is zero.

Expanding both star functions therefore gives
$$\sum_{h}\sum_{g}N^d\,[gR=hS],$$
where the bracket is 1 if the condition holds and 0 otherwise. For fixed $h$, write $g=hu$. Then $huR=hS$ is equivalent to $uR=S$, and each of the $|G|$ values of $h$ contributes $N^d\,c(R,S)$.

The overlap vanishes exactly when no operation carries $R$ to $S$. For $S=R$ the count is the order of the stabiliser, so the squared norm is $N^d\,|G|\,|\mathrm{Stab}\,R|$. If the star function is instead defined with a prefactor $1/|G|$, as is common, the squared norm is $N^d\,|\mathrm{Stab}\,R|/|G|$, which is $N^d$ divided by the number of distinct vectors in the star.

## Symmetric functions are sums of star functions

Since $gR\cdot h^{T}k=hgR\cdot k$, relabelling the group sum gives $A_R(h^Tk)=A_R(k)$. In these coordinates $h^T$ is the action of $h^{-1}$ on the wave vector.

Conversely, let $f(g^Tk)=f(k)$ for all $g$ and $k$, and set $F_R=\sum_q\overline{w_R(q)}f(q)$. Plane-wave orthogonality, now summed over $R$, gives $\sum_RF_R\,w_R(p)=N^df(p)$. Put $p=g^Tk$, use $w_R(g^Tk)=w_{gR}(k)$ and sum over $g$:
$$\sum_RF_R\,A_R(k)=N^d\sum_gf(g^Tk)=N^d\,|G|\,f(k).$$

## The chain with inversion

Let $d=1$ and $G=\{1,-1\}$. Then $A_R(k)=2\cos(2\pi Rk/N)$. Its squared norm is $2N$, unless $2R=0$ modulo $N$, when it is $4N$. For even $N$ this includes $R=N/2$, which inversion moves on the infinite lattice but fixes modulo $N$. At $N=1$ there is one grid point, $A_0=2$, and the squared norm is 4.

## Grid, operations and star functions in Lean

```lean
import Mathlib

open Matrix ComplexConjugate

namespace StarFunctions

noncomputable section

variable {N d : ℕ} {G : Type*} [Group G]
```

Both $R$ and $k$ have type `Fin d → ZMod N`, that is, $d$ coordinates modulo $N$. The letter `G` is the symmetry group, not a reciprocal lattice vector.

```lean
/-- The integer matrix of the symmetry operation `g`, reduced modulo `N`. -/
def opMod (N : ℕ) (ρ : G →* Matrix (Fin d) (Fin d) ℤ) (g : G) :
    Matrix (Fin d) (Fin d) (ZMod N) :=
  (Int.castRingHom (ZMod N)).mapMatrix (ρ g)
```

The homomorphism `ρ` supplies the integer matrices. It need not be injective: operations that act identically are counted separately, both in $|G|$ and in the stabiliser. That the rotations of a given crystal, written in a primitive lattice basis, provide such a `ρ` is the physical input.

```lean
/-- The plane wave of lattice vector `R` at the grid point `k`, both taken modulo `N ≥ 1`. -/
def wave [NeZero N] (R k : Fin d → ZMod N) : ℂ :=
  ZMod.stdAddChar (R ⬝ᵥ k)

/-- The star function of `R`: the sum of the plane waves of `g R` over all operations `g`. -/
def starFun [NeZero N] [Fintype G] (ρ : G →* Matrix (Fin d) (Fin d) ℤ)
    (R k : Fin d → ZMod N) : ℂ :=
  ∑ g : G, wave (opMod N ρ g *ᵥ R) k
```

`wave` is a plane wave in $k$, labelled by a lattice vector; it is not an electronic wavefunction. The condition `[NeZero N]` says $N\ge1$.

```lean
/-- The number of operations that carry `R` to `S` modulo `N`; for `S = R` this is the order
of the stabiliser of `R`. -/
def carriers [Fintype G] (ρ : G →* Matrix (Fin d) (Fin d) ℤ) (R S : Fin d → ZMod N) : ℕ :=
  (Finset.univ.filter fun g : G => opMod N ρ g *ᵥ R = S).card
```

`carriers ρ R S` is $c(R,S)$ and has nothing to do with charge carriers.

```lean
/-- For integer vectors `n` and `m` the plane wave is `exp (2πi n·m / N)`. -/
theorem wave_intCast [NeZero N] (n m : Fin d → ℤ) :
    wave (fun i => (n i : ZMod N)) (fun i => (m i : ZMod N)) =
      Complex.exp (2 * Real.pi * Complex.I * ((n ⬝ᵥ m : ℤ) : ℂ) / N) := by
  have h : (fun i => (n i : ZMod N)) ⬝ᵥ (fun i => (m i : ZMod N)) =
      ((n ⬝ᵥ m : ℤ) : ZMod N) := by
    simp [dotProduct]
  rw [wave, h, ZMod.stdAddChar_coe]
```

This lemma ties the additive character `ZMod.stdAddChar` to the usual exponential, for any integer representatives of the two vectors.

## Orthogonality of the plane waves

```lean
/-- Plane waves of lattice vectors that differ modulo `N` are orthogonal on the grid, and each
has squared norm `N ^ d`. -/
theorem wave_orthogonal [NeZero N] (x y : Fin d → ZMod N) :
    ∑ k, conj (wave x k) * wave y k = if x = y then (N : ℂ) ^ d else 0 := by
  have key : ∀ k, conj (wave x k) * wave y k = ZMod.stdAddChar ((y - x) ⬝ᵥ k) := by
    intro k
    have hc : conj (ZMod.stdAddChar (x ⬝ᵥ k)) = ZMod.stdAddChar (-(x ⬝ᵥ k)) := by
      rw [ZMod.stdAddChar_apply, ZMod.stdAddChar_apply, AddChar.map_neg_eq_inv,
        Circle.coe_inv_eq_conj]
    rw [wave, wave, hc, ← AddChar.map_add_eq_mul, sub_dotProduct, neg_add_eq_sub]
  simp only [key]
  split_ifs with h
  · subst h
    simp
  · -- a non-trivial character of the grid sums to zero
    let χ : AddChar (Fin d → ZMod N) ℂ :=
      { toFun := fun k => ZMod.stdAddChar ((y - x) ⬝ᵥ k)
        map_zero_eq_one' := by simp
        map_add_eq_mul' := fun a b => by rw [dotProduct_add, AddChar.map_add_eq_mul] }
    have hχ : χ ≠ 1 := by
      intro h1
      apply h
      funext i
      have h2 : ZMod.stdAddChar ((y - x) ⬝ᵥ Pi.single i 1) = (1 : ℂ) :=
        DFunLike.congr_fun h1 (Pi.single i 1)
      have h3 : (y - x) ⬝ᵥ Pi.single i 1 = 0 :=
        ZMod.injective_stdAddChar (h2.trans (AddChar.map_zero_eq_one _).symm)
      rw [dotProduct_single, mul_one, Pi.sub_apply] at h3
      exact (sub_eq_zero.mp h3).symm
    exact AddChar.sum_eq_zero_of_ne_one hχ
```

`key` combines the two phases into one character of $y-x$. For $x\ne y$, evaluating that character at the unit vectors `Pi.single i 1` shows that it is non-trivial, and Mathlib's lemma on character sums takes the place of the shift argument.

## Cancelling a common operation

```lean
/-- Reduction modulo `N` respects the composition of symmetry operations. -/
theorem opMod_mul (ρ : G →* Matrix (Fin d) (Fin d) ℤ) (g h : G) :
    opMod N ρ (g * h) = opMod N ρ g * opMod N ρ h := by
  simp only [opMod, map_mul]

/-- The operation `h u` takes `R` to `h S` exactly when `u` takes `R` to `S`. -/
theorem opMod_cancel (ρ : G →* Matrix (Fin d) (Fin d) ℤ) (h u : G) (R S : Fin d → ZMod N) :
    opMod N ρ (h * u) *ᵥ R = opMod N ρ h *ᵥ S ↔ opMod N ρ u *ᵥ R = S := by
  have h1 : opMod N ρ (1 : G) = 1 := by simp only [opMod, map_one]
  constructor
  · intro e
    have e' := congrArg (fun v => opMod N ρ h⁻¹ *ᵥ v) e
    simpa only [Matrix.mulVec_mulVec, ← opMod_mul, inv_mul_cancel_left, inv_mul_cancel, h1,
      Matrix.one_mulVec] using e'
  · rintro rfl
    rw [opMod_mul, Matrix.mulVec_mulVec]
```

The forward direction of `opMod_cancel` multiplies by the matrix of $h^{-1}$; the reverse substitutes $S=uR$ and uses `opMod_mul`.

## Overlap, orthogonality and norm

```lean
variable [NeZero N] [Fintype G] (ρ : G →* Matrix (Fin d) (Fin d) ℤ)

/-- The overlap of two star functions on the grid is `N ^ d` times the order of the group times
the number of operations that carry `R` to `S` modulo `N`. -/
theorem starFun_overlap (R S : Fin d → ZMod N) :
    ∑ k, conj (starFun ρ R k) * starFun ρ S k =
      (N : ℂ) ^ d * Fintype.card G * carriers ρ R S := by
  calc ∑ k, conj (starFun ρ R k) * starFun ρ S k
      = ∑ h : G, ∑ g : G, ∑ k,
          conj (wave (opMod N ρ g *ᵥ R) k) * wave (opMod N ρ h *ᵥ S) k := by
        simp only [starFun, map_sum, Finset.sum_mul_sum]
        rw [Finset.sum_comm]
        conv_rhs => rw [Finset.sum_comm]
        exact Finset.sum_congr rfl fun g _ => Finset.sum_comm
    _ = ∑ h : G, ∑ g : G,
          if opMod N ρ g *ᵥ R = opMod N ρ h *ᵥ S then (N : ℂ) ^ d else 0 := by
        simp only [wave_orthogonal]
    _ = ∑ _h : G, ∑ u : G, if opMod N ρ u *ᵥ R = S then (N : ℂ) ^ d else 0 := by
        -- substitute g = h u in the inner sum
        refine Finset.sum_congr rfl fun h _ => ?_
        refine (Equiv.sum_comp (Equiv.mulLeft h) (fun g : G =>
          if opMod N ρ g *ᵥ R = opMod N ρ h *ᵥ S then (N : ℂ) ^ d else 0)).symm.trans ?_
        simp only [Equiv.coe_mulLeft, opMod_cancel]
    _ = (N : ℂ) ^ d * Fintype.card G * carriers ρ R S := by
        simp only [← Finset.sum_filter, Finset.sum_const, Finset.card_univ, nsmul_eq_mul,
          carriers]
        ring
```

The four steps of the `calc` block expand the product, apply `wave_orthogonal`, substitute $g=hu$ through `Equiv.mulLeft h`, and count the surviving terms.

```lean
/-- Two star functions are orthogonal on the grid exactly when no operation carries `R` to `S`
modulo `N`. -/
theorem starFun_orthogonal_iff (R S : Fin d → ZMod N) :
    ∑ k, conj (starFun ρ R k) * starFun ρ S k = 0 ↔ ∀ g : G, opMod N ρ g *ᵥ R ≠ S := by
  have hN : (N : ℂ) ≠ 0 := Nat.cast_ne_zero.mpr (NeZero.ne N)
  have hG : (Fintype.card G : ℂ) ≠ 0 := Nat.cast_ne_zero.mpr Fintype.card_ne_zero
  rw [starFun_overlap, mul_eq_zero, or_iff_right (mul_ne_zero (pow_ne_zero _ hN) hG),
    Nat.cast_eq_zero, carriers, Finset.card_eq_zero, Finset.filter_eq_empty_iff]
  simp
```

Because $N^d$ and $|G|$ are non-zero, the overlap is zero only if the count is.

```lean
/-- The squared norm of a star function on the grid is `N ^ d` times the order of the group
times the order of the stabiliser of `R` modulo `N`. -/
theorem starFun_norm_sq (R : Fin d → ZMod N) :
    ∑ k, ‖starFun ρ R k‖ ^ 2 = (N : ℝ) ^ d * Fintype.card G * carriers ρ R R := by
  have h := starFun_overlap ρ R R
  simp only [Complex.conj_mul'] at h
  exact_mod_cast h
```

This is the overlap formula at $S=R$, transferred from complex to real numbers.

## Invariance and expansion

```lean
/-- A star function takes the same value at `k` and at its image under the transpose of any
symmetry operation. -/
theorem starFun_symmetric (R k : Fin d → ZMod N) (h : G) :
    starFun ρ R ((opMod N ρ h)ᵀ *ᵥ k) = starFun ρ R k := by
  refine Eq.trans ?_ (Equiv.sum_comp (Equiv.mulLeft h)
    (fun g : G => wave (opMod N ρ g *ᵥ R) k))
  refine Finset.sum_congr rfl fun g _ => ?_
  rw [Equiv.coe_mulLeft, opMod_mul, ← Matrix.mulVec_mulVec, wave, wave,
    Matrix.dotProduct_mulVec, Matrix.vecMul_transpose]
```

`Equiv.sum_comp` performs the relabelling $g\to hg$, and the two matrix lemmas move the transpose from $k$ to $R$.

```lean
/-- Every function on the grid that is invariant under the transposed symmetry operations is a
linear combination of star functions. The weight of the star function of `R` is the sum over `q` of
`conj (wave R q) * f q`, divided by `N ^ d` times the order of the group. -/
theorem starFun_expansion (f : (Fin d → ZMod N) → ℂ)
    (hf : ∀ (g : G) k, f ((opMod N ρ g)ᵀ *ᵥ k) = f k) (k : Fin d → ZMod N) :
    f k = (∑ R, (∑ q, conj (wave R q) * f q) * starFun ρ R k) /
      ((N : ℂ) ^ d * Fintype.card G) := by
  have hN : (N : ℂ) ≠ 0 := Nat.cast_ne_zero.mpr (NeZero.ne N)
  have hG : (Fintype.card G : ℂ) ≠ 0 := Nat.cast_ne_zero.mpr Fintype.card_ne_zero
  have hcomm : ∀ x y : Fin d → ZMod N, wave x y = wave y x := fun x y => by
    rw [wave, wave, dotProduct_comm]
  -- Fourier inversion on the grid
  have inv : ∀ p, ∑ R, (∑ q, conj (wave R q) * f q) * wave R p = (N : ℂ) ^ d * f p := by
    intro p
    calc ∑ R, (∑ q, conj (wave R q) * f q) * wave R p
        = ∑ q, (∑ R, conj (wave q R) * wave p R) * f q := by
          simp only [Finset.sum_mul]
          rw [Finset.sum_comm]
          refine Finset.sum_congr rfl fun q _ => Finset.sum_congr rfl fun R _ => ?_
          rw [hcomm R q, hcomm R p]
          ring
      _ = (N : ℂ) ^ d * f p := by
          simp only [wave_orthogonal, ite_mul, zero_mul, Finset.sum_ite_eq',
            Finset.mem_univ, if_true]
  rw [eq_div_iff (mul_ne_zero (pow_ne_zero _ hN) hG)]
  symm
  -- move each operation from R to k, then use the symmetry of f
  calc ∑ R, (∑ q, conj (wave R q) * f q) * starFun ρ R k
      = ∑ g : G, ∑ R, (∑ q, conj (wave R q) * f q) * wave R ((opMod N ρ g)ᵀ *ᵥ k) := by
        rw [Finset.sum_comm]
        refine Finset.sum_congr rfl fun R _ => ?_
        rw [starFun, Finset.mul_sum]
        refine Finset.sum_congr rfl fun g _ => ?_
        rw [wave, wave, Matrix.dotProduct_mulVec, Matrix.vecMul_transpose]
    _ = f k * ((N : ℂ) ^ d * Fintype.card G) := by
        simp only [inv, hf, Finset.sum_const, Finset.card_univ, nsmul_eq_mul]
        ring

end

end StarFunctions
```

The invariance of `f` is the hypothesis `hf`; for band energies it expresses the point symmetry of the crystal. Inside the proof, `inv` is Fourier inversion, obtained from `wave_orthogonal` by exchanging the roles of $R$ and $k$, and the last `calc` block carries out the sum over $g$. The sum in the statement runs over all $N^d$ vectors $R$, so each star function appears once for every member of its star.

```lean
#print axioms StarFunctions.starFun_orthogonal_iff
#print axioms StarFunctions.starFun_norm_sq
#print axioms StarFunctions.starFun_symmetric
#print axioms StarFunctions.starFun_expansion
```

```
'StarFunctions.starFun_orthogonal_iff' depends on axioms: [propext, Classical.choice, Quot.sound]
'StarFunctions.starFun_norm_sq' depends on axioms: [propext, Classical.choice, Quot.sound]
'StarFunctions.starFun_symmetric' depends on axioms: [propext, Classical.choice, Quot.sound]
'StarFunctions.starFun_expansion' depends on axioms: [propext, Classical.choice, Quot.sound]
```
